# The integer triples with h² + k² + l² = 9 are the 30 members of the cubic forms {300} and {221}

In a cubic crystal the spacing of lattice planes depends on the Miller indices only through h² + k² + l², so {300} and {221}, which both give 9, fall on the same powder line. The theorem treats only the integers behind this: a triple has sum of squares 9 exactly when it lies in one of the two forms, and together they hold 30 triples. A form here means all distinct signed permutations of a triple, and intensities and extinctions play no part. The proof brings a given triple to the standard order h ≥ k ≥ l ≥ 0 and checks the few possible cases. For the converse it uses the fact that the sum of squares is the same throughout a form, and it leaves the count to `decide +kernel`.

Lean 4 with Mathlib refuses this proof:

```lean
import Mathlib

namespace OverlappingLine

/-- The cubic symmetry operation that permutes the three Miller indices by `σ` and
multiplies them by the signs `ε`. -/
def signedPerm (σ : Equiv.Perm (Fin 3)) (ε : Fin 3 → ℤˣ) (v : Fin 3 → ℤ) : Fin 3 → ℤ :=
  fun i => (ε i : ℤ) * v (σ i)

/-- The crystal form {hkl}: all distinct signed permutations of the Miller indices. -/
def form (v : Fin 3 → ℤ) : Finset (Fin 3 → ℤ) :=
  Finset.univ.image
    (fun g : Equiv.Perm (Fin 3) × (Fin 3 → ℤˣ) => signedPerm g.1 g.2 v)

/-- A triple belongs to the form of `v` exactly when a signed permutation takes `v` to it. -/
theorem mem_form {v w : Fin 3 → ℤ} : w ∈ form v ↔ ∃ σ ε, signedPerm σ ε v = w := by
  simp only [form, Finset.mem_image, Finset.mem_univ, true_and, Prod.exists]

/-- Every member of a form generates the whole form. -/
theorem form_eq_of_mem {v w : Fin 3 → ℤ} (hw : w ∈ form v) : form w = form v := by
  -- two successive operations are again a signed permutation
  have sub : ∀ a b : Fin 3 → ℤ, b ∈ form a → form b ⊆ form a := by
    intro a b hb x hx
    obtain ⟨σ, ε, rfl⟩ := mem_form.1 hb
    obtain ⟨τ, δ, rfl⟩ := mem_form.1 hx
    refine mem_form.2 ⟨τ.trans σ, fun i => δ i * ε (τ i), ?_⟩
    funext i
    simp [signedPerm, mul_assoc]
  refine Finset.Subset.antisymm (sub v w hw) (sub w v ?_)
  -- the inverse operation leads back to `v`
  obtain ⟨σ, ε, rfl⟩ := mem_form.1 hw
  refine mem_form.2 ⟨σ.symm, fun i => ε (σ.symm i), ?_⟩
  funext i
  rcases Int.units_eq_one_or (ε (σ.symm i)) with h | h <;> simp [signedPerm, h]

/-- All members of a form have the same value of h² + k² + l². -/
theorem sum_sq_of_mem {v w : Fin 3 → ℤ} (hw : w ∈ form v) :
    ∑ i, w i ^ 2 = ∑ i, v i ^ 2 := by
  obtain ⟨σ, ε, rfl⟩ := mem_form.1 hw
  refine Eq.trans ?_ (Equiv.sum_comp σ (fun i => v i ^ 2))
  refine Finset.sum_congr rfl fun i _ => ?_
  rcases Int.units_eq_one_or (ε i) with h | h <;> simp [signedPerm, h]

/-- Every form contains a triple in the standard order h ≥ k ≥ l ≥ 0. -/
theorem exists_standard (v : Fin 3 → ℤ) :
    ∃ h k l : ℤ, k ≤ h ∧ l ≤ k ∧ 0 ≤ l ∧ ![h, k, l] ∈ form v := by
  have sgn : ∀ x : ℤ, ∃ u : ℤˣ, (u : ℤ) * x = |x| := by
    intro x
    rcases le_total 0 x with hx | hx
    · exact ⟨1, by simp [abs_of_nonneg hx]⟩
    · exact ⟨-1, by simp [abs_of_nonpos hx]⟩
  choose s hs using sgn
  -- sort the absolute values in decreasing order
  obtain ⟨σ, hσ⟩ : ∃ σ : Equiv.Perm (Fin 3), Monotone ((fun i => -|v i|) ∘ σ) :=
    ⟨_, Tuple.monotone_sort _⟩
  refine ⟨|v (σ 0)|, |v (σ 1)|, |v (σ 2)|,
    neg_le_neg_iff.1 (hσ (show (0 : Fin 3) ≤ 1 by decide)),
    neg_le_neg_iff.1 (hσ (show (1 : Fin 3) ≤ 2 by decide)), abs_nonneg _,
    mem_form.2 ⟨σ, fun i => s (v (σ i)), ?_⟩⟩
  funext i
  fin_cases i <;> exact hs _

/-- The index triples with h² + k² + l² = 9 are those of the two forms {300} and {221}
together, and they number 30. -/
theorem overlapping_line :
    (∀ v : Fin 3 → ℤ, ∑ i, v i ^ 2 = 9 ↔ v ∈ form ![3, 0, 0] ∪ form ![2, 2, 1]) ∧
    (form ![3, 0, 0] ∪ form ![2, 2, 1]).card = 30 := by
  refine ⟨fun v => ⟨fun hv => ?_, fun hv => ?_⟩, by decide +kernel⟩
  · obtain ⟨h, k, l, hk, kl, l0, hm⟩ := exists_standard v
    have hs : h ^ 2 + k ^ 2 + l ^ 2 = 9 := by
      simpa [Fin.sum_univ_three] using (sum_sq_of_mem hm).trans hv
    have self : v ∈ form ![h, k, l] := by
      rw [form_eq_of_mem hm]
      exact mem_form.2 ⟨Equiv.refl _, fun _ => 1, by funext i; simp [signedPerm]⟩
    -- only two standard triples have this sum of squares
    have cases : (h = 3 ∧ k = 0 ∧ l = 0) ∨ (h = 2 ∧ k = 2 ∧ l = 1) := by
      clear self hm
      have h3 : h ≤ 3 := by nlinarith [sq_nonneg k, sq_nonneg l]
      have k0 : 0 ≤ k := by omega
      have h0 : 0 ≤ h := by omega
      interval_cases h <;> interval_cases k <;> interval_cases l <;> omega
    rcases cases with ⟨rfl, rfl, rfl⟩ | ⟨rfl, rfl, rfl⟩
    · exact Finset.mem_union_left _ self
    · exact Finset.mem_union_right _ self
  · rcases Finset.mem_union.1 hv with h | h
    · exact (sum_sq_of_mem h).trans (by norm_num [Fin.sum_univ_three])
    · exact (sum_sq_of_mem h).trans (by norm_num [Fin.sum_univ_three])

end OverlappingLine
```

Messages:

```
Main.lean:86:37: error: unsolved goals
v : Fin 3 → ℤ
hv : v ∈ form ![3, 0, 0] ∪ form ![2, 2, 1]
h : v ∈ form ![3, 0, 0]
⊢ ![3, 0, 0] 2 = 0
Main.lean:87:37: error: unsolved goals
v : Fin 3 → ℤ
hv : v ∈ form ![3, 0, 0] ∪ form ![2, 2, 1]
h : v ∈ form ![2, 2, 1]
⊢ 8 + ![2, 2, 1] 2 ^ 2 = 9
```

The change, after which it compiles:

```diff
@@ -84,6 +84,10 @@
     · exact Finset.mem_union_right _ self
   · rcases Finset.mem_union.1 hv with h | h
-    · exact (sum_sq_of_mem h).trans (by norm_num [Fin.sum_univ_three])
-    · exact (sum_sq_of_mem h).trans (by norm_num [Fin.sum_univ_three])
+    · rw [sum_sq_of_mem h, Fin.sum_univ_three]
+      show (3 : ℤ) ^ 2 + 0 ^ 2 + 0 ^ 2 = 9
+      norm_num
+    · rw [sum_sq_of_mem h, Fin.sum_univ_three]
+      show (2 : ℤ) ^ 2 + 2 ^ 2 + 1 ^ 2 = 9
+      norm_num
 
 end OverlappingLine
```

Cause. Both errors are in the converse, where the sum of squares has to be computed for `![3, 0, 0]` and for `![2, 2, 1]`. `Fin.sum_univ_three` expands each sum into three terms. The entries at positions 0 and 1 are then evaluated by ordinary simp lemmas, which `norm_num` uses. The entry at position 2 is left to a simproc, a simplification procedure that `simp` runs but `norm_num` does not. What remains is `![3, 0, 0] 2 = 0` in the first case and `8 + ![2, 2, 1] 2 ^ 2 = 9` in the second. Both are true, but `norm_num` cannot finish while that entry is not a plain number. Earlier in the file, `simpa` with the same lemma does run the simproc and so reduces the third entry of `![h, k, l]`.

In the repair, `rw` expands the sum, and `show` restates the goal with the numbers written out. Lean accepts this because each vector entry equals its number by definition. Only arithmetic is then left for `norm_num`. Using `rw` with `sum_sq_of_mem h` in place of `.trans` is mere tidying, since it applies the same equality.
